# Neglecting a positive semidefinite X term lowers the pair energy by at most \(\eta\,c\cdot Xc\)

In an explicitly correlated calculation, one can drop the orbital-energy-weighted X term, solve \(Bc=V\) for the geminal amplitudes \(c\), and then evaluate \(\eta\,c\cdot Xc\) to bound the error. If \(B\) is positive definite, \(X\) positive semidefinite and \(\eta\ge 0\), the neglect can only lower the pair energy, and by no more than this number. The bound applies to a single pair with a finite geminal set and one scalar weight \(\eta\). It compares two approximate energies, not either of them with the exact one.

## Amplitudes and energies in a finite geminal set

The index type `n` labels the geminals. The vector \(V\) holds their coupling to the pair, \(B\) is the matrix that is kept, and \(X\) is the geminal overlap. All entries are real.

```lean
import Mathlib

open Matrix

namespace NeglectOfX

noncomputable section

variable {n : Type*} [Fintype n] [DecidableEq n]
```

For a matrix \(A\), the amplitudes are \(a=A^{-1}V\).

```lean
/-- The geminal amplitudes `A⁻¹ V` for an invertible matrix `A` and coupling vector `V`. -/
def amplitudes (A : Matrix n n ℝ) (V : n → ℝ) : n → ℝ := A⁻¹ *ᵥ V
```

They minimise the Hylleraas functional \(H_A(t)=t\cdot At-2V\cdot t\) when \(A\) is positive definite.

```lean
/-- The Hylleraas functional `t·At - 2 V·t` of trial amplitudes `t`. -/
def hylleraas (A : Matrix n n ℝ) (V t : n → ℝ) : ℝ :=
  t ⬝ᵥ A *ᵥ t - 2 * (V ⬝ᵥ t)
```

The minimum \(E_A=-V\cdot A^{-1}V\) is the geminal contribution to the pair energy, called the pair energy here for short. A conventional orbital contribution that is the same with and without the X term would cancel from the error below. Reversing the sign of \(V\) reverses the amplitudes but leaves this energy alone.

```lean
/-- The geminal contribution `-V·A⁻¹V` to the pair energy, for an invertible matrix `A`. -/
def pairEnergy (A : Matrix n n ℝ) (V : n → ℝ) : ℝ := -(V ⬝ᵥ amplitudes A V)
```

The neglect error is \(\Delta=E_{B+\eta X}-E_B\), so a positive \(\Delta\) means that dropping the term lowers the pair energy.

```lean
/-- The pair energy with the term `ηX` kept minus the pair energy with it dropped,
for invertible `B` and `B + ηX`. -/
def neglectError (B X : Matrix n n ℝ) (η : ℝ) (V : n → ℝ) : ℝ :=
  pairEnergy (B + η • X) V - pairEnergy B V
```

## \(B\) is positive definite: the functional has one minimum

Physically, this excludes linearly dependent geminals and directions in which the functional falls without limit. In Lean, `PosDef` also includes the symmetry of the matrix.

By hand, the condition first gives invertibility, hence \(Aa=V\). The proof obtains this from the positive determinant.

```lean
/-- For a positive definite matrix `A` the amplitudes solve the linear equations `A t = V`. -/
theorem mulVec_amplitudes {A : Matrix n n ℝ} (hA : A.PosDef) (V : n → ℝ) :
    A *ᵥ amplitudes A V = V := by
  have h : IsUnit A.det := hA.det_pos.ne'.isUnit
  rw [amplitudes, mulVec_mulVec, mul_nonsing_inv _ h, one_mulVec]
```

Symmetry gives \(a\cdot At=V\cdot t\), so that

\[
(t-a)\cdot A(t-a)=t\cdot At-2V\cdot t+V\cdot a=H_A(t)-E_A .
\]

In the proof, `key` is the symmetry step and `linear_combination` collects the terms.

```lean
/-- For a positive definite matrix, the Hylleraas functional is the pair energy plus a
quadratic form in the error of the trial amplitudes. -/
theorem hylleraas_eq {A : Matrix n n ℝ} (hA : A.PosDef) (V t : n → ℝ) :
    hylleraas A V t = pairEnergy A V +
      (t - amplitudes A V) ⬝ᵥ A *ᵥ (t - amplitudes A V) := by
  have hc := mulVec_amplitudes hA V
  have hT : Aᵀ = A := by
    rw [← conjTranspose_eq_transpose_of_trivial]
    exact hA.isHermitian.eq
  -- symmetry of `A` moves it onto the optimal amplitudes
  have key : amplitudes A V ⬝ᵥ A *ᵥ t = t ⬝ᵥ V := by
    rw [dotProduct_mulVec, ← mulVec_transpose, hT, hc, dotProduct_comm]
  have h1 := dotProduct_comm V t
  have h2 := dotProduct_comm V (amplitudes A V)
  simp only [hylleraas, pairEnergy, mulVec_sub, dotProduct_sub, sub_dotProduct, hc]
  linear_combination key - 2 * h1 + h2
```

Since the quadratic form is nonnegative, the variational principle follows.

```lean
/-- Variational principle: for a positive definite matrix, no trial amplitudes bring the
Hylleraas functional below the pair energy. -/
theorem pairEnergy_le_hylleraas {A : Matrix n n ℝ} (hA : A.PosDef) (V t : n → ℝ) :
    pairEnergy A V ≤ hylleraas A V t := by
  have h : 0 ≤ (t - amplitudes A V) ⬝ᵥ A *ᵥ (t - amplitudes A V) := by
    simpa only [star_trivial] using
      hA.posSemidef.dotProduct_mulVec_nonneg (t - amplitudes A V)
  rw [hylleraas_eq hA]
  linarith
```

Now let \(d=(B+\eta X)^{-1}V\) be the amplitudes with the X term kept. The quadratic form splits into its two parts:

```lean
omit [DecidableEq n] in
/-- The quadratic form of `B + ηX` is that of `B` plus `η` times that of `X`. -/
theorem form_add (B X : Matrix n n ℝ) (η : ℝ) (t : n → ℝ) :
    t ⬝ᵥ (B + η • X) *ᵥ t = t ⬝ᵥ B *ᵥ t + η * (t ⬝ᵥ X *ᵥ t) := by
  rw [add_mulVec, smul_mulVec, dotProduct_add, dotProduct_smul, smul_eq_mul]
```

Inserting \(d\) into the functional of \(B\), with \(d\cdot Bd=V\cdot d-\eta\,d\cdot Xd\), gives \(H_B(d)=E_{B+\eta X}-\eta\,d\cdot Xd\). Completing the square for \(B\) then yields

\[
\Delta=(d-c)\cdot B(d-c)+\eta\,d\cdot Xd .
\]

```lean
/-- With `B` and `B + ηX` positive definite, the neglect error is the `B`-weighted square of the
amplitude change plus `η` times the quadratic form of `X` in the full amplitudes. -/
theorem neglectError_eq {B X : Matrix n n ℝ} {η : ℝ} (hB : B.PosDef)
    (hA : (B + η • X).PosDef) (V : n → ℝ) :
    neglectError B X η V =
      (amplitudes (B + η • X) V - amplitudes B V) ⬝ᵥ
        B *ᵥ (amplitudes (B + η • X) V - amplitudes B V) +
      η * (amplitudes (B + η • X) V ⬝ᵥ X *ᵥ amplitudes (B + η • X) V) := by
  -- the full amplitudes serve as trial amplitudes for `B`
  have h1 := hylleraas_eq hB V (amplitudes (B + η • X) V)
  have h2 := form_add B X η (amplitudes (B + η • X) V)
  rw [mulVec_amplitudes hA V] at h2
  have h3 := dotProduct_comm V (amplitudes (B + η • X) V)
  simp only [hylleraas, pairEnergy] at h1
  simp only [neglectError, pairEnergy]
  linear_combination h1 + h2 + h3
```

Inserting \(c\) into the other functional gives \(H_{B+\eta X}(c)=E_B+\eta\,c\cdot Xc\), and therefore

\[
\eta\,c\cdot Xc-\Delta=(c-d)\cdot(B+\eta X)(c-d).
\]

```lean
/-- With `B` and `B + ηX` positive definite, the first-order estimate `η c·Xc`, with `c` the
amplitudes for `B`, exceeds the neglect error by the `(B + ηX)`-weighted square of the amplitude
change. -/
theorem estimate_sub_neglectError {B X : Matrix n n ℝ} {η : ℝ} (hB : B.PosDef)
    (hA : (B + η • X).PosDef) (V : n → ℝ) :
    η * (amplitudes B V ⬝ᵥ X *ᵥ amplitudes B V) - neglectError B X η V =
      (amplitudes B V - amplitudes (B + η • X) V) ⬝ᵥ
        (B + η • X) *ᵥ (amplitudes B V - amplitudes (B + η • X) V) := by
  -- the approximate amplitudes serve as trial amplitudes for `B + ηX`
  have h1 := hylleraas_eq hA V (amplitudes B V)
  have h2 := form_add B X η (amplitudes B V)
  rw [mulVec_amplitudes hB V] at h2
  have h3 := dotProduct_comm V (amplitudes B V)
  simp only [hylleraas, pairEnergy] at h1
  simp only [neglectError, pairEnergy]
  linear_combination h1 - h2 + h3
```

Invertibility of \(B\) and \(B+\eta X\) is not enough for the bounds. With one geminal, \(B=-1\), \(X=1\), \(\eta=\tfrac12\) and \(V=1\), the error is \(1\) while the estimate is \(\tfrac12\).

## \(X\) is positive semidefinite and \(\eta\ge0\): the neglected term costs energy

An overlap matrix is positive semidefinite, and \(\eta\) stands for an orbital-energy difference of favourable sign. Together with a positive definite \(B\), these conditions make \(B+\eta X\) positive definite and \(\eta\,d\cdot Xd\) nonnegative. Both identities then have nonnegative right-hand sides, which gives \(0\le\Delta\le\eta\,c\cdot Xc\).

The proof does the same: `hB.add_posSemidef (hX.smul hη)` supplies the definiteness of the sum, and `h1`, `h2` and `h3` are the three nonnegative forms.

```lean
/-- For positive definite `B`, positive semidefinite `X` and `η ≥ 0`, dropping `ηX` lowers the pair
energy by at most `η` times the quadratic form of `X` in the approximate amplitudes. -/
theorem neglectError_bounds {B X : Matrix n n ℝ} {η : ℝ} (hB : B.PosDef)
    (hX : X.PosSemidef) (hη : 0 ≤ η) (V : n → ℝ) :
    0 ≤ neglectError B X η V ∧
      neglectError B X η V ≤ η * (amplitudes B V ⬝ᵥ X *ᵥ amplitudes B V) := by
  have hA : (B + η • X).PosDef := hB.add_posSemidef (hX.smul hη)
  have h1 := hB.posSemidef.dotProduct_mulVec_nonneg
    (amplitudes (B + η • X) V - amplitudes B V)
  have h2 := hX.dotProduct_mulVec_nonneg (amplitudes (B + η • X) V)
  have h3 := hA.posSemidef.dotProduct_mulVec_nonneg
    (amplitudes B V - amplitudes (B + η • X) V)
  simp only [star_trivial] at h1 h2 h3
  constructor
  · rw [neglectError_eq hB hA]
    exact add_nonneg h1 (mul_nonneg hη h2)
  · rw [← estimate_sub_neglectError hB hA] at h3
    linarith
```

If \(\eta X\) may be negative, the lower bound can fail even when \(B+\eta X\) stays positive definite. For \(B=V=1\) and \(\eta X=-\tfrac12\), the energies are \(-2\) with the term and \(-1\) without it, so the neglect raises the pair energy.

Geminals built from different orbital pairs, as in the orbital-invariant form of MP2-F12, each carry their own orbital-energy weight, which can have either sign, and a single matrix \(W\) then takes the place of \(\eta X\). The theorem applies with \(\eta=1\) and \(X=W\) if \(W\) is positive semidefinite, but that would need its own justification: symmetrised weighting of an overlap matrix can destroy this property even when the weights are nonnegative.

## \(\eta>0\) and \(Xc\ne0\): the neglect changes the amplitudes

Here the dropped term is really present and acts on the approximate amplitudes. If \(d=c\), subtracting \(Bc=V\) from \((B+\eta X)c=V\) leaves \(\eta Xc=0\), hence \(Xc=0\). So \(Xc\ne0\) forces \(d\ne c\), and the quadratic forms of \(B\) and \(B+\eta X\) in the difference are strictly positive. This is `hne` in the proof, followed by `h1` and `h3`.

```lean
/-- For positive definite `B`, positive semidefinite `X` and `η > 0`, the neglect error is strictly
positive and strictly below `η` times the quadratic form of `X` in the approximate amplitudes when
`X` does not annihilate those amplitudes. -/
theorem neglectError_strict {B X : Matrix n n ℝ} {η : ℝ} (hB : B.PosDef)
    (hX : X.PosSemidef) (hη : 0 < η) (V : n → ℝ) (hc : X *ᵥ amplitudes B V ≠ 0) :
    0 < neglectError B X η V ∧
      neglectError B X η V < η * (amplitudes B V ⬝ᵥ X *ᵥ amplitudes B V) := by
  have hA : (B + η • X).PosDef := hB.add_posSemidef (hX.smul hη.le)
  -- equal amplitudes would force `X c = 0`
  have hne : amplitudes (B + η • X) V ≠ amplitudes B V := by
    intro h
    have hd := mulVec_amplitudes hA V
    rw [h, add_mulVec, smul_mulVec, mulVec_amplitudes hB V] at hd
    have h0 : η • (X *ᵥ amplitudes B V) = 0 :=
      add_left_cancel (hd.trans (add_zero V).symm)
    exact hc ((smul_eq_zero.mp h0).resolve_left hη.ne')
  have h1 := hB.dotProduct_mulVec_pos (sub_ne_zero.mpr hne)
  have h2 := hX.dotProduct_mulVec_nonneg (amplitudes (B + η • X) V)
  have h3 := hA.dotProduct_mulVec_pos (sub_ne_zero.mpr hne.symm)
  simp only [star_trivial] at h1 h2 h3
  constructor
  · rw [neglectError_eq hB hA]
    exact add_pos_of_pos_of_nonneg h1 (mul_nonneg hη.le h2)
  · rw [← estimate_sub_neglectError hB hA] at h3
    linarith
```

If \(Xc=0\), the estimate is zero and the two bounds squeeze \(\Delta\) to zero. For \(\eta>0\), the error therefore vanishes exactly when \(Xc=0\). At \(\eta=0\) it vanishes whatever \(Xc\) is.

```lean
/-- For positive definite `B`, positive semidefinite `X` and `η > 0`, dropping `ηX` leaves the
pair energy unchanged exactly when `X` annihilates the approximate amplitudes. -/
theorem neglectError_eq_zero_iff {B X : Matrix n n ℝ} {η : ℝ} (hB : B.PosDef)
    (hX : X.PosSemidef) (hη : 0 < η) (V : n → ℝ) :
    neglectError B X η V = 0 ↔ X *ᵥ amplitudes B V = 0 := by
  constructor
  · intro h
    by_contra hc
    exact (neglectError_strict hB hX hη V hc).1.ne' h
  · intro h
    have hb := neglectError_bounds hB hX hη.le V
    rw [h, dotProduct_zero, mul_zero] at hb
    exact le_antisymm hb.2 hb.1

end

end NeglectOfX
```

```lean
#print axioms NeglectOfX.pairEnergy_le_hylleraas
-- 'NeglectOfX.pairEnergy_le_hylleraas' depends on axioms: [propext, Classical.choice, Quot.sound]
#print axioms NeglectOfX.neglectError_bounds
-- 'NeglectOfX.neglectError_bounds' depends on axioms: [propext, Classical.choice, Quot.sound]
#print axioms NeglectOfX.neglectError_eq_zero_iff
-- 'NeglectOfX.neglectError_eq_zero_iff' depends on axioms: [propext, Classical.choice, Quot.sound]
```
